# Exchange-hole charge leaking from n adjacent sites of an infinite, partly filled, non-interacting chain with a single Fermi sea grows as ln n / π² per spin

A population analysis can cut the block C of a fragment out of a determinant's one-particle density matrix (per spin, in an orthonormal basis), compute tr(C − C²), and repeat this for larger fragments to see whether the number settles. For a metallic chain it doesn't. The trace measures the exchange-hole charge that electrons in the fragment have outside it, and in the model below it grows with the logarithm of the fragment size.

## A logarithm with a bounded remainder

Take an infinite uniform chain with one orbital per site, whose non-interacting electrons fill all momenta from −k to k. Here k is the Fermi wavevector (in units of the inverse lattice spacing). Per spin, the filling is ν = k/π, and the density matrix element between sites at separation r is

c(r) = sin(kr)/(πr) for r ≠ 0, c(0) = ν.

Let C be its restriction to n adjacent sites and L(n) = tr(C − C²). For 0 < k < π and every n ≥ 1,

|π² L(n) − ln n| ≤ 3 + 1/sin k.

Hence L(n)/ln n → 1/π² at every partial filling.

## Extrapolating in fragment size

For a closed-shell determinant, the delocalization index between the fragment and the rest of the system is 4 L(n), so in this non-interacting chain it has no finite large-fragment limit. A fit in n for this chain should include a ln n term.

The bound also gives a window for checking an implementation on the sine matrix. At half filling its half-width is 4. For the ratio the bound tightens slowly: at n = 1000 it only places π² L(n)/ln n within 0.58 of 1.

## From one added site to the logarithm

**Adding a site.** Since c(−r) = c(r) (`coherence_neg`), the trace is a sum over pairs of sites (`leakedCharge_eq`):

L(n) = Σ_{i=0}^{n−1} [ν − Σ_{j=0}^{n−1} c(i−j)²].

One more site adds a diagonal term, a row and a column. With D(n) = L(n+1) − L(n), this gives `leakedCharge_succ`:

D(n) = ν − ν² − 2 Σ_{d=0}^{n−1} c(d+1)².

**Separating the oscillation.** By sin²x = (1 − cos 2x)/2 (`coherence_sq`),

c(d+1)² = [1 − cos(2k(d+1))] / [2π²(d+1)²].

Subtracting consecutive increments gives `leakedCharge_step`:

π²[D(n) − D(n+1)] = [1 − cos(2k(n+1))]/(n+1)².

Multiply by n+1 and use induction from L(0) = 0. The result is `leakedCharge_eq_harmonic`, where `linear_combination` does the algebra:

π² L(n) = π² n D(n) + H(n) − S(n),

H(n) = Σ_{d=0}^{n−1} 1/(d+1),

S(n) = Σ_{d=0}^{n−1} cos(2k(d+1))/(d+1).

**The edge term π² n D(n).** For 0 ≤ ν ≤ 1, two known series are

Σ_{m≥1} 1/m² = π²/6,

Σ_{m≥1} cos(2πmν)/m² = π²(ν² − ν + 1/6).

The second is the Fourier series of the second Bernoulli polynomial. Their difference, divided by 2π², is `exchange_sum_rule`:

Σ_{d≥0} c(d+1)² = (ν − ν²)/2.

So D(n) = 2 Σ_{d≥n} c(d+1)² ≥ 0, and for n ≥ 1

π² D(n) ≤ Σ_{d≥n} 2/(d+1)² ≤ Σ_{d≥n} 2[1/d − 1/(d+1)] = 2/n.

The edge term therefore lies between 0 and 2; at n = 0 it is zero. In `edge_term_bounds` the upper bound is obtained without writing the tail: 2/(n+1) − π² D(n+1) decreases in n and tends to zero, so it is never negative.

**The cosine sum.** Put s(d) = sin((2d+1)k). Then 2 sin k cos(2k(d+1)) = s(d+1) − s(d), and summation by parts gives

2 sin k S(n) = s(n)/(n+1) − s(0) + Σ_{d=0}^{n−1} s(d+1)[1/(d+1) − 1/(d+2)].

The right side is at most 1/(n+1) + 1 + [1 − 1/(n+1)] = 2 in size, so |S(n)| ≤ 1/sin k. `cosine_sum_bound` proves this by induction on the same expression.

**Collecting terms.** For n ≥ 1, ln(n+1) ≤ H(n) ≤ 1 + ln n, so

−1/sin k ≤ π² L(n) − ln n ≤ 3 + 1/sin k.

This implies `leakedCharge_log_bound`. Dividing by π² ln n for n ≥ 2 squeezes the error to zero, which is `leakedCharge_div_log_tendsto`.

## Lean source

```lean
import Mathlib

open Real Filter Topology

namespace MetallicFragment

noncomputable section

/-- Density matrix element, per spin, between two sites at separation `r` of an infinite chain
filled up to the Fermi wavevector `k`; at `r = 0` it is the filling `k / π`. -/
def coherence (k : ℝ) (r : ℤ) : ℝ :=
  if r = 0 then k / π else sin (k * r) / (π * r)

/-- The density matrix of the infinite chain restricted to a fragment of `n` adjacent sites. -/
def densityMatrix (k : ℝ) (n : ℕ) : Matrix (Fin n) (Fin n) ℝ :=
  Matrix.of fun i j => coherence k (((i : ℕ) : ℤ) - ((j : ℕ) : ℤ))

/-- Exchange-hole charge leaking out of the fragment, `tr (C - C²)`. -/
def leakedCharge (k : ℝ) (n : ℕ) : ℝ :=
  (densityMatrix k n - densityMatrix k n * densityMatrix k n).trace

/-- The density matrix element is the same to the left and to the right. -/
lemma coherence_neg (k : ℝ) (r : ℤ) : coherence k (-r) = coherence k r := by
  by_cases h : r = 0
  · simp [h]
  · simp [coherence, h, Real.sin_neg, neg_div_neg_eq]

/-- The squared coherence at separation `d + 1` is a smooth part plus an oscillation. -/
lemma coherence_sq (k : ℝ) (d : ℕ) : coherence k ((d : ℤ) + 1) ^ 2 =
    (1 - cos (2 * (k * ((d : ℝ) + 1)))) / (2 * π ^ 2 * ((d : ℝ) + 1) ^ 2) := by
  have h : (d : ℤ) + 1 ≠ 0 := by omega
  have hs : sin (k * ((d : ℝ) + 1)) ^ 2 = (1 - cos (2 * (k * ((d : ℝ) + 1)))) / 2 := by
    rw [Real.sin_sq_eq_half_sub]
    ring
  rw [coherence, if_neg h, div_pow]
  push_cast
  rw [hs, div_div]
  congr 1
  ring

/-- The leaked charge is the sum over fragment sites of the filling less the squared coherences
to all sites of the fragment. -/
lemma leakedCharge_eq (k : ℝ) (n : ℕ) : leakedCharge k n = ∑ i ∈ Finset.range n,
    (coherence k 0 - ∑ j ∈ Finset.range n, coherence k ((i : ℤ) - (j : ℤ)) ^ 2) := by
  simp only [Finset.sum_range, leakedCharge, Matrix.trace, Matrix.diag_apply, Matrix.sub_apply,
    Matrix.mul_apply, densityMatrix, Matrix.of_apply, sub_self]
  refine Finset.sum_congr rfl fun i _ => ?_
  congr 1
  refine Finset.sum_congr rfl fun j _ => ?_
  rw [← coherence_neg k (((j : ℕ) : ℤ) - ((i : ℕ) : ℤ)), neg_sub, sq]

/-- Adding one site to a fragment of `n` sites changes the leaked charge by `ν - ν²`, with
`ν = k / π`, less twice the squared coherences at separations `1` to `n`. -/
theorem leakedCharge_succ (k : ℝ) (n : ℕ) : leakedCharge k (n + 1) - leakedCharge k n =
    k / π - (k / π) ^ 2 - 2 * ∑ d ∈ Finset.range n, coherence k ((d : ℤ) + 1) ^ 2 := by
  have h1 : ∑ j ∈ Finset.range n, coherence k ((n : ℤ) - (j : ℤ)) ^ 2 =
      ∑ d ∈ Finset.range n, coherence k ((d : ℤ) + 1) ^ 2 := by
    refine Eq.trans ?_
      (Finset.sum_range_reflect (fun d : ℕ => coherence k ((d : ℤ) + 1) ^ 2) n)
    refine Finset.sum_congr rfl fun j hj => ?_
    have hj' := Finset.mem_range.mp hj
    have e : ((n - 1 - j : ℕ) : ℤ) + 1 = (n : ℤ) - j := by omega
    simp only [e]
  have h2 : ∑ i ∈ Finset.range n, coherence k ((i : ℤ) - (n : ℤ)) ^ 2 =
      ∑ d ∈ Finset.range n, coherence k ((d : ℤ) + 1) ^ 2 := by
    rw [← h1]
    refine Finset.sum_congr rfl fun i _ => ?_
    rw [← coherence_neg k ((i : ℤ) - (n : ℤ)), neg_sub]
  have h0 : coherence k 0 = k / π := by simp [coherence]
  rw [leakedCharge_eq, leakedCharge_eq]
  simp only [Finset.sum_range_succ, Finset.sum_sub_distrib, Finset.sum_add_distrib, sub_self,
    h1, h2, h0]
  ring

/-- Exchange sum rule: for `0 ≤ k ≤ π` the squared coherences to all sites on one side
add up to `(ν - ν²) / 2`, with `ν = k / π`. -/
theorem exchange_sum_rule {k : ℝ} (h0 : 0 ≤ k) (h1 : k ≤ π) :
    HasSum (fun d : ℕ => coherence k ((d : ℤ) + 1) ^ 2) ((k / π - (k / π) ^ 2) / 2) := by
  have hx : k / π ∈ Set.Icc (0 : ℝ) 1 := ⟨by positivity, (div_le_one pi_pos).mpr h1⟩
  have hB : (Polynomial.map (algebraMap ℚ ℝ) (Polynomial.bernoulli 2)).eval (k / π) =
      (k / π) ^ 2 - k / π + 1 / 6 := by
    simp only [Polynomial.bernoulli, Finset.sum_range_succ, Finset.sum_range_zero, zero_add,
      Polynomial.map_add, Polynomial.map_monomial, Polynomial.eval_add, Polynomial.eval_monomial]
    rw [bernoulli_one, bernoulli_eq_bernoulli'_of_ne_one zero_ne_one, bernoulli'_zero,
      bernoulli_eq_bernoulli'_of_ne_one (by decide : (2 : ℕ) ≠ 1), bernoulli'_two]
    norm_num
    ring
  -- the Fourier series of the second Bernoulli polynomial
  have hc : HasSum (fun n : ℕ => 1 / (n : ℝ) ^ 2 * cos (2 * π * n * (k / π)))
      (π ^ 2 * ((k / π) ^ 2 - k / π + 1 / 6)) := by
    have h := hasSum_one_div_nat_pow_mul_cos one_ne_zero hx
    simp only [mul_one] at h
    rw [hB, show Nat.factorial 2 = 2 from rfl] at h
    convert h using 1
    push_cast
    ring
  have hs := (hasSum_nat_add_iff' 1).mpr
    ((hasSum_zeta_two.sub hc).mul_left (1 / (2 * π ^ 2)))
  convert hs using 1
  · rfl
  · funext d
    have e : 2 * π * ((d + 1 : ℕ) : ℝ) * (k / π) = 2 * (k * ((d : ℝ) + 1)) := by
      push_cast
      field_simp
    rw [coherence_sq, e]
    generalize cos (2 * (k * ((d : ℝ) + 1))) = c
    push_cast
    field_simp
  · have z : 1 / ((0 : ℕ) : ℝ) ^ 2 = 0 := by norm_num
    simp only [Finset.sum_range_one, z, zero_mul, sub_self, mul_zero, sub_zero]
    field_simp
    ring

/-- Times `π²`, the charge leaked per added site falls by `(1 - cos (2k(n + 1))) / (n + 1)²` when
the fragment being extended grows from `n` to `n + 1` sites. -/
lemma leakedCharge_step (k : ℝ) (n : ℕ) :
    π ^ 2 * ((leakedCharge k (n + 1) - leakedCharge k n) -
      (leakedCharge k (n + 1 + 1) - leakedCharge k (n + 1))) =
    (1 - cos (2 * (k * ((n : ℝ) + 1)))) / ((n : ℝ) + 1) ^ 2 := by
  have e := leakedCharge_succ k n
  have e' := leakedCharge_succ k (n + 1)
  rw [Finset.sum_range_succ, coherence_sq] at e'
  have key : ∀ c : ℝ, π ^ 2 * (2 * ((1 - c) / (2 * π ^ 2 * ((n : ℝ) + 1) ^ 2))) =
      (1 - c) / ((n : ℝ) + 1) ^ 2 := by
    intro c
    field_simp
  linear_combination π ^ 2 * e - π ^ 2 * e' + key (cos (2 * (k * ((n : ℝ) + 1))))

/-- The leaked charge times `π²` is an edge term plus a harmonic number less a cosine sum. -/
theorem leakedCharge_eq_harmonic (k : ℝ) (n : ℕ) : π ^ 2 * leakedCharge k n =
    π ^ 2 * n * (leakedCharge k (n + 1) - leakedCharge k n) + (harmonic n : ℝ) -
      ∑ d ∈ Finset.range n, cos (2 * (k * ((d : ℝ) + 1))) / ((d : ℝ) + 1) := by
  induction n with
  | zero =>
    have hz : leakedCharge k 0 = 0 := by simp [leakedCharge, Matrix.trace]
    simp [hz]
  | succ n ih =>
    have key : ∀ c : ℝ, ((n : ℝ) + 1) * ((1 - c) / ((n : ℝ) + 1) ^ 2) =
        (1 - c) / ((n : ℝ) + 1) := by
      intro c
      field_simp
    rw [Finset.sum_range_succ, harmonic_succ]
    push_cast
    linear_combination ih + ((n : ℝ) + 1) * leakedCharge_step k n +
      key (cos (2 * (k * ((n : ℝ) + 1))))

/-- For `0 ≤ k ≤ π` the edge term lies between `0` and `2` for every fragment size. -/
theorem edge_term_bounds {k : ℝ} (h0 : 0 ≤ k) (h1 : k ≤ π) (n : ℕ) :
    0 ≤ π ^ 2 * n * (leakedCharge k (n + 1) - leakedCharge k n) ∧
      π ^ 2 * n * (leakedCharge k (n + 1) - leakedCharge k n) ≤ 2 := by
  have hsum := exchange_sum_rule h0 h1
  constructor
  · have h := sum_le_hasSum (Finset.range n) (fun _ _ => sq_nonneg _) hsum
    exact mul_nonneg (by positivity) (by rw [leakedCharge_succ]; linarith)
  cases n with
  | zero => simp
  | succ m =>
    -- by the sum rule the charge leaked per added site tends to zero as the fragment grows
    have lim : Tendsto (fun n : ℕ => π ^ 2 * (leakedCharge k (n + 1) - leakedCharge k n))
        atTop (𝓝 0) := by
      have h := ((hsum.tendsto_sum_nat.const_mul 2).const_sub
        (k / π - (k / π) ^ 2)).const_mul (π ^ 2)
      rw [show π ^ 2 * (k / π - (k / π) ^ 2 - 2 * ((k / π - (k / π) ^ 2) / 2)) = 0 by ring] at h
      simpa only [leakedCharge_succ] using h
    have anti : Antitone (fun n : ℕ => 2 * (1 / ((n : ℝ) + 1)) -
        π ^ 2 * (leakedCharge k (n + 1 + 1) - leakedCharge k (n + 1))) := by
      refine antitone_nat_of_succ_le fun n => ?_
      have st := leakedCharge_step k (n + 1)
      have b : (1 - cos (2 * (k * (((n + 1 : ℕ) : ℝ) + 1)))) / (((n + 1 : ℕ) : ℝ) + 1) ^ 2 ≤
          2 / (((n + 1 : ℕ) : ℝ) + 1) ^ 2 := by
        gcongr
        linarith [neg_one_le_cos (2 * (k * (((n + 1 : ℕ) : ℝ) + 1)))]
      have c : 2 / (((n + 1 : ℕ) : ℝ) + 1) ^ 2 ≤
          2 * (1 / ((n : ℝ) + 1)) - 2 * (1 / (((n + 1 : ℕ) : ℝ) + 1)) := by
        have e : 2 * (1 / ((n : ℝ) + 1)) - 2 * (1 / (((n + 1 : ℕ) : ℝ) + 1)) =
            2 / (((n : ℝ) + 1) * (((n + 1 : ℕ) : ℝ) + 1)) := by
          push_cast
          field_simp
          ring
        rw [e, sq]
        gcongr
        omega
      linarith
    have g := anti.le_of_tendsto (by
      simpa using (tendsto_one_div_add_atTop_nhds_zero_nat.const_mul (2 : ℝ)).sub
        (lim.comp (tendsto_add_atTop_nat 1))) m
    have g' : π ^ 2 * (leakedCharge k (m + 1 + 1) - leakedCharge k (m + 1)) ≤
        2 / ((m : ℝ) + 1) := by
      rw [← mul_one_div]
      exact sub_nonneg.mp g
    have g2 := (le_div_iff₀ (by positivity)).mp g'
    push_cast
    linarith

/-- If `sin k > 0`, the cosine sum is at most `1 / sin k` in size for any number of terms. -/
theorem cosine_sum_bound {k : ℝ} (hs : 0 < sin k) (n : ℕ) :
    |∑ d ∈ Finset.range n, cos (2 * (k * ((d : ℝ) + 1))) / ((d : ℝ) + 1)| ≤ 1 / sin k := by
  -- summation by parts
  have claim : |2 * sin k * ∑ d ∈ Finset.range n, cos (2 * (k * ((d : ℝ) + 1))) / ((d : ℝ) + 1) -
      sin (k * (2 * (n : ℝ) + 1)) * (1 / ((n : ℝ) + 1))| ≤ 2 - 1 / ((n : ℝ) + 1) := by
    induction n with
    | zero => norm_num [abs_sin_le_one]
    | succ n ih =>
      have hc : 2 * sin k * (cos (2 * (k * ((n : ℝ) + 1))) / ((n : ℝ) + 1)) =
          (sin (k * (2 * ((n : ℝ) + 1) + 1)) - sin (k * (2 * (n : ℝ) + 1))) *
            (1 / ((n : ℝ) + 1)) := by
        rw [show k * (2 * ((n : ℝ) + 1) + 1) = 2 * (k * ((n : ℝ) + 1)) + k by ring,
          show k * (2 * (n : ℝ) + 1) = 2 * (k * ((n : ℝ) + 1)) - k by ring,
          Real.sin_add, Real.sin_sub]
        ring
      have hd : 0 ≤ 1 / ((n : ℝ) + 1) - 1 / ((n : ℝ) + 1 + 1) :=
        sub_nonneg.mpr (one_div_le_one_div_of_le (by positivity) (by linarith))
      have b1 := mul_le_mul_of_nonneg_right (neg_one_le_sin (k * (2 * ((n : ℝ) + 1) + 1))) hd
      have b2 := mul_le_mul_of_nonneg_right (sin_le_one (k * (2 * ((n : ℝ) + 1) + 1))) hd
      obtain ⟨i1, i2⟩ := abs_le.mp ih
      rw [Finset.sum_range_succ, mul_add, hc, abs_le]
      push_cast
      constructor <;> linarith
  have hn : 0 ≤ 1 / ((n : ℝ) + 1) := by positivity
  have b1 := mul_le_mul_of_nonneg_right (neg_one_le_sin (k * (2 * (n : ℝ) + 1))) hn
  have b2 := mul_le_mul_of_nonneg_right (sin_le_one (k * (2 * (n : ℝ) + 1))) hn
  obtain ⟨i1, i2⟩ := abs_le.mp claim
  have h : |sin k * ∑ d ∈ Finset.range n, cos (2 * (k * ((d : ℝ) + 1))) / ((d : ℝ) + 1)| ≤ 1 :=
    abs_le.mpr ⟨by linarith, by linarith⟩
  rw [abs_mul, abs_of_pos hs, mul_comm] at h
  exact (le_div_iff₀ hs).mpr h

/-- In a partly filled band, `0 < k < π`, the charge leaking from a fragment of `n ≥ 1` sites is
`ln n / π²` up to a correction that stays bounded as the fragment grows. -/
theorem leakedCharge_log_bound {k : ℝ} (h0 : 0 < k) (h1 : k < π) {n : ℕ} (hn : 1 ≤ n) :
    |π ^ 2 * leakedCharge k n - log n| ≤ 3 + 1 / sin k := by
  have hn0 : (0 : ℝ) < n := by exact_mod_cast hn
  obtain ⟨e1, e2⟩ := edge_term_bounds h0.le h1.le n
  obtain ⟨c1, c2⟩ := abs_le.mp (cosine_sum_bound (sin_pos_of_pos_of_lt_pi h0 h1) n)
  have l1 : log (n : ℝ) ≤ log ((n + 1 : ℕ) : ℝ) :=
    Real.log_le_log hn0 (by push_cast; linarith)
  have l2 := log_add_one_le_harmonic n
  have l3 := harmonic_le_one_add_log n
  rw [leakedCharge_eq_harmonic, abs_le]
  constructor <;> linarith

/-- At every partial filling, `0 < k < π`, the leaked exchange-hole charge divided by the
logarithm of the fragment size tends to `1 / π²`. -/
theorem leakedCharge_div_log_tendsto {k : ℝ} (h0 : 0 < k) (h1 : k < π) :
    Tendsto (fun n : ℕ => leakedCharge k n / log n) atTop (𝓝 (1 / π ^ 2)) := by
  have hlog : Tendsto (fun n : ℕ => log (n : ℝ)) atTop atTop :=
    tendsto_log_atTop.comp tendsto_natCast_atTop_atTop
  have hz : Tendsto (fun n : ℕ => (3 + 1 / sin k) / π ^ 2 / log (n : ℝ)) atTop (𝓝 0) :=
    tendsto_const_nhds.div_atTop hlog
  rw [tendsto_iff_norm_sub_tendsto_zero]
  refine squeeze_zero' (Eventually.of_forall fun n => norm_nonneg _) ?_ hz
  filter_upwards [eventually_ge_atTop 2] with n hn
  have hl : 0 < log (n : ℝ) := Real.log_pos (by exact_mod_cast hn)
  have e : leakedCharge k n / log n - 1 / π ^ 2 =
      (π ^ 2 * leakedCharge k n - log n) / π ^ 2 / log n := by
    have hne := hl.ne'
    field_simp
  rw [e, Real.norm_eq_abs, abs_div, abs_div, abs_of_pos hl, abs_of_pos (by positivity : 0 < π ^ 2)]
  have hb := leakedCharge_log_bound h0 h1 (by omega : 1 ≤ n)
  gcongr

/-- The half-filled chain: with diagonal `1/2` and entries `sin (π (i - j) / 2) / (π (i - j))`
otherwise, `tr (C - C²) / ln n` tends to `1 / π²`. -/
theorem half_filled_tendsto (C : (n : ℕ) → Matrix (Fin n) (Fin n) ℝ)
    (hC : ∀ n i j, C n i j = if i = j then 1 / 2 else
      sin (π * (((i : ℕ) : ℝ) - ((j : ℕ) : ℝ)) / 2) / (π * (((i : ℕ) : ℝ) - ((j : ℕ) : ℝ)))) :
    Tendsto (fun n : ℕ => (C n - C n * C n).trace / log n) atTop (𝓝 (1 / π ^ 2)) := by
  have e : ∀ n, C n = densityMatrix (π / 2) n := by
    intro n
    ext i j
    rw [hC, densityMatrix, Matrix.of_apply, coherence]
    by_cases h : i = j
    · rw [if_pos h, if_pos (by rw [h, sub_self])]
      field_simp
    · have h' : ((i : ℕ) : ℤ) - ((j : ℕ) : ℤ) ≠ 0 := fun hh => h (Fin.ext (by omega))
      rw [if_neg h, if_neg h']
      push_cast
      congr 2
      ring
  simp only [e]
  exact leakedCharge_div_log_tendsto (by positivity) (by linarith [pi_pos])

end

end MetallicFragment
```

```lean
#print axioms MetallicFragment.leakedCharge_log_bound
#print axioms MetallicFragment.half_filled_tendsto
```

```
'MetallicFragment.leakedCharge_log_bound' depends on axioms: [propext, Classical.choice, Quot.sound]
'MetallicFragment.half_filled_tendsto' depends on axioms: [propext, Classical.choice, Quot.sound]
```

## Every partial filling, but only the infinite chain's sine matrix

In the file, `coherence k r` is c(r), an ordinary density matrix element despite its name. `densityMatrix k n` is the real matrix C, with sites numbered from 0 to n−1, and `leakedCharge k n` is L(n) for one spin. The hypotheses `0 < k` and `k < π` say that the band is neither empty nor full. At either end point L(n) = 0 for every n, so the limit 1/π² fails there.

`leakedCharge_log_bound` holds for each fragment size from one site upwards, with a constant that grows as k approaches a band edge. `half_filled_tendsto` states the limit for any family of matrices with diagonal 1/2 and off-diagonal entries sin(π(i−j)/2)/(π(i−j)), which is the case k = π/2.

The step left to the user is to identify a computed density matrix with this one. The sine formula is the integral of e^{iqr}/(2π) over occupied momenta −k < q < k, but the file takes it as a definition. A finite ring or a finite momentum mesh has different matrix elements, and interactions or disorder can change them too. The theorems give no error estimate for such changes. They bound π² L(n) − ln n but don't state its limit, which is 1 + γ + ln(2 sin k), with γ Euler's constant.
